# A ring of Ising spins with both orientations present has a domain wall

The theorem `exists_wall` concerns a configuration of Ising spins, each `1` or `-1`, on a finite periodic ring of `N` sites, with `N` nonzero. If at least one spin is up and at least one is down, then some site `i` carries a spin different from that of its neighbour `i + 1`. The statement is purely about configurations: no Hamiltonian or temperature enters. The attempt argues by contradiction: without a wall, induction along the ring makes every spin equal to `s 0`, so the up spin and the down spin would agree, giving `1 = -1`.

This version doesn't compile in Lean 4 with Mathlib:

```lean
import Mathlib

open Finset

namespace ExistsWall

noncomputable section

variable {N : ℕ} [NeZero N]

/-- The numerical value, `1` or `-1`, of an Ising spin. -/
def val (u : ℤˣ) : ℝ := ((u : ℤ) : ℝ)

/-- If both species occur on the ring, some nearest neighbours are unlike. -/
theorem exists_wall (s : ZMod N → ℤˣ) (hup : ∃ a, s a = 1) (hdown : ∃ b, s b = -1) :
    ∃ i, s i ≠ s (i + 1) := by
  by_contra h
  have h' : ∀ i, s i = s (i + 1) := fun i => by_contra fun hi => h ⟨i, hi⟩
  -- without a wall the spin is constant around the ring
  have hc : ∀ n : ℕ, s (n : ZMod N) = s 0 := by
    intro n
    induction n with
    | zero => rw [Nat.cast_zero]
    | succ n ih => rw [Nat.cast_succ, ← h', ih]
  have hall : ∀ a, s a = s 0 := by
    intro a
    have := hc a.val
    rwa [ZMod.natCast_zmod_val] at this
  obtain ⟨a, ha⟩ := hup
  obtain ⟨b, hb⟩ := hdown
  have hab : (1 : ℤˣ) = -1 := by rw [← ha, ← hb, hall a, hall b]
  exact absurd hab (by decide)

end

end ExistsWall
```

The error:

```
Main.lean:31:43: error: Tactic `rewrite` failed: Did not find an occurrence of the pattern
  -1
in the target expression
  s a = -s a

N : ℕ
inst✝ : NeZero N
s : ZMod N → ℤˣ
h : ¬∃ i, s i ≠ s (i + 1)
h' : ∀ (i : ZMod N), s i = s (i + 1)
hc : ∀ (n : ℕ), s ↑n = s 0
hall : ∀ (a : ZMod N), s a = s 0
a : ZMod N
ha : s a = 1
b : ZMod N
hb : s b = -1
⊢ s a = -s a
```

Diagnosis. The error lies in the derivation of `hab`, the equation `1 = -1` in `ℤˣ`. The step `rw [← ha]` uses `s a = 1` from right to left, and `rw` replaces every instance of the pattern `1`, not just the one on the left-hand side. Since `-1` is the negation of `1`, it contains that pattern too, and the goal becomes `s a = -s a`. The next step, `← hb`, looks for `-1` to replace with `s b`, but no `-1` is left, so Lean reports that the pattern was not found.

The repair drops rewriting and builds the equation by transitivity. `ha.symm` gives `1 = s a`, `hall a` gives `s a = s 0`, `(hall b).symm` gives `s 0 = s b`, and `hb` gives `s b = -1`. Joined by `trans`, these prove `1 = -1` without searching for any pattern, so the `1` inside `-1` is left alone.

Lean accepts the file once it reads:

```diff
@@ -29,5 +29,5 @@
   obtain ⟨a, ha⟩ := hup
   obtain ⟨b, hb⟩ := hdown
-  have hab : (1 : ℤˣ) = -1 := by rw [← ha, ← hb, hall a, hall b]
+  have hab : (1 : ℤˣ) = -1 := ha.symm.trans ((hall a).trans ((hall b).symm.trans hb))
   exact absurd hab (by decide)
 
```
